# The difference 1/(u + w) − u/(u² + s²) between two low-energy cutoffs of 1/u integrates to ln(s/w) over u > 0

With `u` read as an energy, 1/(u + w) and u/(u² + s²) both behave as 1/u at high energy, and the positive constants `w` and `s` keep them finite as `u` goes to zero. The theorem `integral_comparison` states that their difference is integrable over `u > 0` and that its integral is ln(s/w). It is a statement about real functions only, and no Hamiltonian or quantum state enters it. The proof first bounds the absolute value of the difference by a constant times 1/(u + s)², which is integrable, and then evaluates the integral from the antiderivative ln(u + w) − ln(u² + s²)/2.

This version doesn't compile in Lean 4 with Mathlib:

```lean
import Mathlib

open MeasureTheory Set Filter Topology

namespace IntegralComparison

noncomputable section

/-- For `b > 0` the function `1/(u+b)²` is integrable over `u > 0`, with integral `1/b`. -/
theorem integral_inv_sq {b : ℝ} (hb : 0 < b) :
    IntegrableOn (fun u : ℝ => 1 / (u + b) ^ 2) (Ioi 0) ∧
      ∫ u in Ioi (0 : ℝ), 1 / (u + b) ^ 2 = 1 / b := by
  have hd : ∀ u ∈ Ici (0 : ℝ),
      HasDerivAt (fun u : ℝ => -(u + b)⁻¹) (1 / (u + b) ^ 2) u := by
    intro u hu
    have hu' : 0 ≤ u := hu
    have h := (((hasDerivAt_id' u).add_const b).fun_inv (by positivity)).fun_neg
    exact h.congr_deriv (by ring)
  have hp : ∀ u ∈ Ioi (0 : ℝ), 0 ≤ 1 / (u + b) ^ 2 := fun u _ => by positivity
  have ht : Tendsto (fun u : ℝ => -(u + b)⁻¹) atTop (𝓝 0) := by
    have h := (tendsto_inv_atTop_zero.comp (tendsto_atTop_add_const_right atTop b
      (tendsto_id (α := ℝ)))).neg
    rw [neg_zero] at h
    exact h
  refine ⟨integrableOn_Ioi_deriv_of_nonneg' hd hp ht, ?_⟩
  rw [integral_Ioi_of_hasDerivAt_of_nonneg' hd hp ht]
  simp

/-- For positive `u, s, w`, the comparison function `1/(u+w) - u/(u²+s²)` is a
screened `1/(u+w)` minus a cross term, and the cross term is at most `2w/(u+s)²`. -/
theorem comparison_split {u s w : ℝ} (hu : 0 < u) (hs : 0 < s) (hw : 0 < w) :
    1 / (u + w) - u / (u ^ 2 + s ^ 2) =
      s ^ 2 / (u ^ 2 + s ^ 2) * (1 / (u + w)) - u * w / ((u + w) * (u ^ 2 + s ^ 2)) ∧
    u * w / ((u + w) * (u ^ 2 + s ^ 2)) ≤ 2 * w * (1 / (u + s) ^ 2) := by
  constructor
  · field_simp
    ring
  · rw [mul_one_div, div_le_div_iff₀ (by positivity) (by positivity)]
    have h1 : 0 ≤ u * w * (u - s) ^ 2 := by positivity
    have h2 : 0 ≤ w * w * (u ^ 2 + s ^ 2) := by positivity
    nlinarith

/-- For `s, w > 0` the comparison function is integrable over `u > 0`, with
integral `ln(s/w)`. -/
theorem integral_comparison {s w : ℝ} (hs : 0 < s) (hw : 0 < w) :
    IntegrableOn (fun u : ℝ => 1 / (u + w) - u / (u ^ 2 + s ^ 2)) (Ioi 0) ∧
      ∫ u in Ioi (0 : ℝ), (1 / (u + w) - u / (u ^ 2 + s ^ 2)) = Real.log (s / w) := by
  have hi : IntegrableOn (fun u : ℝ => 1 / (u + w) - u / (u ^ 2 + s ^ 2)) (Ioi 0) := by
    refine Integrable.mono' ((integral_inv_sq hs).1.const_mul (2 * s ^ 2 / w + 2 * w))
      (Measurable.aestronglyMeasurable (by fun_prop))
      (ae_restrict_of_forall_mem measurableSet_Ioi fun u hu => ?_)
    have hu' : 0 < u := hu
    obtain ⟨h1, h2⟩ := comparison_split hu' hs hw
    have h3 : s ^ 2 / (u ^ 2 + s ^ 2) * (1 / (u + w)) ≤
        2 * s ^ 2 / w * (1 / (u + s) ^ 2) := by
      rw [div_mul_div_comm, div_mul_div_comm,
        div_le_div_iff₀ (by positivity) (by positivity)]
      have k1 : 0 ≤ s ^ 2 * w * (u - s) ^ 2 := by positivity
      have k2 : 0 ≤ s ^ 2 * u * (u ^ 2 + s ^ 2) := by positivity
      nlinarith
    have h4 : 0 ≤ s ^ 2 / (u ^ 2 + s ^ 2) * (1 / (u + w)) := by positivity
    have h5 : 0 ≤ u * w / ((u + w) * (u ^ 2 + s ^ 2)) := by positivity
    have h6 : 0 ≤ 2 * s ^ 2 / w * (1 / (u + s) ^ 2) := by positivity
    have h7 : 0 ≤ 2 * w * (1 / (u + s) ^ 2) := by positivity
    rw [Real.norm_eq_abs, h1, add_mul, abs_le]
    constructor <;> linarith
  refine ⟨hi, ?_⟩
  have hd : ∀ u ∈ Ici (0 : ℝ),
      HasDerivAt (fun u : ℝ => Real.log (u + w) - Real.log (u ^ 2 + s ^ 2) / 2)
        (1 / (u + w) - u / (u ^ 2 + s ^ 2)) u := by
    intro u hu
    have hu' : 0 ≤ u := hu
    have h1 := ((hasDerivAt_id' u).add_const w).log (by positivity)
    have h2 : HasDerivAt (fun u : ℝ => u ^ 2 + s ^ 2) (2 * u) u := by
      simpa using (hasDerivAt_pow 2 u).add_const (s ^ 2)
    exact (h1.fun_sub ((h2.log (by positivity)).div_const 2)).congr_deriv (by ring)
  have ht : Tendsto (fun u : ℝ => Real.log (u + w) - Real.log (u ^ 2 + s ^ 2) / 2)
      atTop (𝓝 0) := by
    have t := (Real.tendsto_log_comp_add_sub_log w).sub
      (((Real.tendsto_log_comp_add_sub_log (s ^ 2)).comp
        (tendsto_pow_atTop (α := ℝ) two_ne_zero)).div_const 2)
    rw [zero_div, sub_zero] at t
    refine t.congr fun u => ?_
    simp only [Function.comp_apply, Real.log_pow, Nat.cast_ofNat]
    ring
  have h0 : Real.log ((0 : ℝ) ^ 2 + s ^ 2) = 2 * Real.log s := by simp [Real.log_pow]
  rw [integral_Ioi_of_hasDerivAt_of_tendsto' hd hi ht, h0, zero_add,
    Real.log_div hs.ne' hw.ne']
  ring

end

end IntegralComparison
```

The error:

```
Main.lean:66:20: error: linarith failed to find a contradiction
case left
s w : ℝ
hs : 0 < s
hw : 0 < w
u : ℝ
hu : u ∈ Ioi 0
hu' : 0 < u
h1 : 1 / (u + w) - u / (u ^ 2 + s ^ 2) = s ^ 2 / (u ^ 2 + s ^ 2) * (1 / (u + w)) - u * w / ((u + w) * (u ^ 2 + s ^ 2))
h2 : u * w / ((u + w) * (u ^ 2 + s ^ 2)) ≤ 2 * w * (1 / (u + s) ^ 2)
h3 : s ^ 2 / (u ^ 2 + s ^ 2) * (1 / (u + w)) ≤ 2 * s ^ 2 / w * (1 / (u + s) ^ 2)
h4 : 0 ≤ s ^ 2 / (u ^ 2 + s ^ 2) * (1 / (u + w))
h5 : 0 ≤ u * w / ((u + w) * (u ^ 2 + s ^ 2))
h6 : 0 ≤ 2 * s ^ 2 / w * (1 / (u + s) ^ 2)
h7 : 0 ≤ 2 * w * (1 / (u + s) ^ 2)
a✝ :
  s ^ 2 / (u ^ 2 + s ^ 2) * (1 / (u + w)) - u * w / (u * (u ^ 2 + s ^ 2) + w * (u ^ 2 + s ^ 2)) <
    -((2 * s ^ 2 / w + 2 * w) * (1 / (u + s) ^ 2))
⊢ False
failed
Main.lean:66:20: error: linarith failed to find a contradiction
case right
s w : ℝ
hs : 0 < s
hw : 0 < w
u : ℝ
hu : u ∈ Ioi 0
hu' : 0 < u
h1 : 1 / (u + w) - u / (u ^ 2 + s ^ 2) = s ^ 2 / (u ^ 2 + s ^ 2) * (1 / (u + w)) - u * w / ((u + w) * (u ^ 2 + s ^ 2))
h2 : u * w / ((u + w) * (u ^ 2 + s ^ 2)) ≤ 2 * w * (1 / (u + s) ^ 2)
h3 : s ^ 2 / (u ^ 2 + s ^ 2) * (1 / (u + w)) ≤ 2 * s ^ 2 / w * (1 / (u + s) ^ 2)
h4 : 0 ≤ s ^ 2 / (u ^ 2 + s ^ 2) * (1 / (u + w))
h5 : 0 ≤ u * w / ((u + w) * (u ^ 2 + s ^ 2))
h6 : 0 ≤ 2 * s ^ 2 / w * (1 / (u + s) ^ 2)
h7 : 0 ≤ 2 * w * (1 / (u + s) ^ 2)
a✝ :
  (2 * s ^ 2 / w + 2 * w) * (1 / (u + s) ^ 2) <
    s ^ 2 / (u ^ 2 + s ^ 2) * (1 / (u + w)) - u * w / (u * (u ^ 2 + s ^ 2) + w * (u ^ 2 + s ^ 2))
⊢ False
failed
```

Diagnosis. The two messages are the lower and upper halves of one absolute-value bound, and `linarith` fails on both for the same reason. The rewrite `add_mul` was given without arguments, so Lean was free to choose which product to expand. It chose the denominator `(u + w) * (u ^ 2 + s ^ 2)`, and the intended product, `(2 * s ^ 2 / w + 2 * w) * (1 / (u + s) ^ 2)`, was left as it was.

The goal then contained a fraction with an expanded denominator, while `h2` and `h5` speak of the same fraction with the denominator factored. The two are equal, but `linarith` did not identify them, so it could not use those hypotheses to bound the fraction in the goal.

The repair gives `add_mul` its three arguments, which fix the product to be expanded. The denominator now stays as it is in `h2` and `h5`, the bound becomes the sum of the right-hand sides of `h3` and `h2`, and `linarith` proves both halves from the hypotheses already there.

The change, after which it compiles:

```diff
@@ -63,5 +63,5 @@
     have h6 : 0 ≤ 2 * s ^ 2 / w * (1 / (u + s) ^ 2) := by positivity
     have h7 : 0 ≤ 2 * w * (1 / (u + s) ^ 2) := by positivity
-    rw [Real.norm_eq_abs, h1, add_mul, abs_le]
+    rw [Real.norm_eq_abs, h1, add_mul (2 * s ^ 2 / w) (2 * w) (1 / (u + s) ^ 2), abs_le]
     constructor <;> linarith
   refine ⟨hi, ?_⟩
```
